# An additive energy correction f(w)E with f(w) → 0 as w → 1 is identically zero

Let a correction to a correlation energy E have the form f(w)E, where f is a real function of the reference weight w alone. Suppose that for independent fragments with any weights in (0,1) and any negative correlation energies, the weights multiply, the energies add, and the correction of the whole is the sum of the fragment corrections. If also f(w) → 0 as w → 1 from below, then f(w) = 0 for every w in (0,1). Additivity for N identical fragments, at a single fixed N ≥ 2, is already enough.

```lean
import Mathlib

open Filter Topology Set

namespace WeightBasedCorrections

noncomputable section
```

## Weights multiply in a product state

For a nonzero CI vector with coefficients c_i over orthonormal configurations, the weight of configuration i is

w_i = |c_i|² / Σ_j |c_j|².

The division makes the value independent of the normalisation of the vector. In Lean the configurations form a finite type `ι`, and the reference is whichever index `i` is chosen.

```lean
/-- The weight of configuration `i` in a finite CI vector `c`, which need not be normalised. -/
def refWeight {ι : Type*} [Fintype ι] (c : ι → ℂ) (i : ι) : ℝ :=
  ‖c i‖ ^ 2 / ∑ j, ‖c j‖ ^ 2
```

Take two fragments with weights u, w in (0,1) and correlation energies x, y < 0. Additivity of the correction reads

f(uw)(x + y) = f(u)x + f(w)y.

`IsPairAdditive` demands this for all such weights and energies, varied independently. That is the sense in which f is universal: it knows nothing of the molecule beyond w.

```lean
/-- The correction `f(w) E` is additive for any two independent fragments, with reference weights
`u`, `w` in `(0,1)` and negative correlation energies `x`, `y`. -/
def IsPairAdditive (f : ℝ → ℝ) : Prop :=
  ∀ u ∈ Ioo (0 : ℝ) 1, ∀ w ∈ Ioo (0 : ℝ) 1, ∀ x < 0, ∀ y < 0,
    f (u * w) * (x + y) = f u * x + f w * y
```

For N copies of one fragment the weight is w^N and the energy Nx, so the condition becomes

f(w^N) · Nx = N · f(w)x.

```lean
/-- The correction `f(w) E` of `N` identical independent fragments is `N` times the correction
of one fragment. -/
def IsReplicaAdditive (N : ℕ) (f : ℝ → ℝ) : Prop :=
  ∀ w ∈ Ioo (0 : ℝ) 1, ∀ x < 0, f (w ^ N) * (N * x) = N * (f w * x)
```

Both conditions take multiplicative weights as given. These follow from a product wavefunction with coefficients c_i d_j, because the norm factorises:

Σ_(i,j) |c_i d_j|² = (Σ_i |c_i|²)(Σ_j |d_j|²).

Dividing |c_i|²|d_j|² by this gives the product of the two fragment weights. In the proof, `hs` is the factorised norm. Additivity of the energies is built into the definitions and is not derived from a Hamiltonian.

```lean
/-- In a product state of two fragments the weight of a product configuration is the product
of the fragment weights. -/
theorem refWeight_product {ι κ : Type*} [Fintype ι] [Fintype κ]
    (c : ι → ℂ) (d : κ → ℂ) (i : ι) (j : κ) :
    refWeight (fun p : ι × κ => c p.1 * d p.2) (i, j) = refWeight c i * refWeight d j := by
  have hs : ∑ p : ι × κ, ‖c p.1 * d p.2‖ ^ 2 = (∑ a, ‖c a‖ ^ 2) * ∑ b, ‖d b‖ ^ 2 := by
    rw [Fintype.sum_prod_type, Finset.sum_mul_sum]
    simp only [norm_mul, mul_pow]
  unfold refWeight
  rw [hs, norm_mul, mul_pow, mul_div_mul_comm]
```

## From pairs to replicas, and from replicas to zero

Setting u = w and y = x in the pair condition gives

f(w²) · 2x = 2f(w)x,

which is the replica condition for N = 2.

```lean
/-- A correction that is additive for arbitrary pairs of fragments is additive for two
identical fragments. -/
theorem IsPairAdditive.replica_two {f : ℝ → ℝ} (h : IsPairAdditive f) :
    IsReplicaAdditive 2 f := by
  intro w hw x hx
  have h1 := h w hw w hw x hx x hx
  rw [← pow_two] at h1
  push_cast
  linear_combination h1
```

Now fix N ≥ 2. Since Nx ≠ 0, the replica condition reduces to

f(v^N) = f(v) for all v in (0,1).

Starting from w, take N-th roots repeatedly:

w_k = exp(N^(−k) log w), with w_0 = w and (w_(k+1))^N = w_k.

Each w_k lies in (0,1), and f(w_(k+1)) = f((w_(k+1))^N) = f(w_k), so f(w_k) = f(w) for all k. Because N^(−k) → 0, the w_k tend to 1 from below, and therefore

f(w) = lim f(w_k) = 0.

It is easy to run this argument in the wrong direction. Adding more fragments produces the powers w, w^N, w^(N²), …, which tend to 0, where nothing is assumed about f; the roots are what reach the limit at 1.

The limit hypothesis `Tendsto f (𝓝[<] 1) (𝓝 0)` says that the correction factor disappears as the reference comes to carry the whole wavefunction. It is one-sided and places no condition on f(1). In the proof, `hroot` removes the energy by choosing x = −1, `s` is the sequence w_k, `hstep` is the root relation, and `hconst` is the induction on k. `hs2` supplies the approach from below, and uniqueness of limits finishes the argument.

```lean
/-- If, for one fixed `N ≥ 2`, the correction `f(w) E` is additive for `N` identical fragments,
and `f(w)` tends to zero as the reference weight tends to one, then `f` vanishes on `(0,1)`. -/
theorem replica_additive_eq_zero {N : ℕ} (hN : 2 ≤ N) {f : ℝ → ℝ}
    (h : IsReplicaAdditive N f) (hlim : Tendsto f (𝓝[<] 1) (𝓝 0)) :
    ∀ w ∈ Ioo (0 : ℝ) 1, f w = 0 := by
  intro w hw
  have hN2 : (2 : ℝ) ≤ N := by exact_mod_cast hN
  have hNpos : (0 : ℝ) < N := by linarith
  have hN0 : (N : ℝ) ≠ 0 := hNpos.ne'
  -- the energy drops out: `f` takes the same value at `v` and at `v ^ N`
  have hroot : ∀ v ∈ Ioo (0 : ℝ) 1, f (v ^ N) = f v := by
    intro v hv
    apply mul_left_cancel₀ hN0
    linear_combination -(h v hv (-1) (by norm_num))
  -- repeated `N`-th roots of the weight
  let s : ℕ → ℝ := fun k => Real.exp (((N : ℝ)⁻¹) ^ k * Real.log w)
  have hs : ∀ k, s k ∈ Ioo (0 : ℝ) 1 := by
    intro k
    refine ⟨Real.exp_pos _, Real.exp_lt_one_iff.mpr ?_⟩
    exact mul_neg_of_pos_of_neg (pow_pos (inv_pos.mpr hNpos) k) (Real.log_neg hw.1 hw.2)
  have hstep : ∀ k, s (k + 1) ^ N = s k := by
    intro k
    change Real.exp _ ^ N = Real.exp _
    rw [← Real.exp_nat_mul]
    congr 1
    rw [pow_succ]
    calc (N : ℝ) * (((N : ℝ)⁻¹) ^ k * (N : ℝ)⁻¹ * Real.log w)
        = (N * (N : ℝ)⁻¹) * (((N : ℝ)⁻¹) ^ k * Real.log w) := by ring
      _ = ((N : ℝ)⁻¹) ^ k * Real.log w := by rw [mul_inv_cancel₀ hN0, one_mul]
  have hconst : ∀ k, f (s k) = f w := by
    intro k
    induction k with
    | zero =>
      have h0 : s 0 = w := by
        change Real.exp _ = w
        rw [pow_zero, one_mul, Real.exp_log hw.1]
      rw [h0]
    | succ k ih => rw [← hroot _ (hs (k + 1)), hstep, ih]
  -- the roots approach one from below, where `f` tends to zero
  have hpow : Tendsto (fun k : ℕ => ((N : ℝ)⁻¹) ^ k) atTop (𝓝 0) :=
    tendsto_pow_atTop_nhds_zero_of_lt_one (inv_pos.mpr hNpos).le
      (inv_lt_one_of_one_lt₀ (by linarith))
  have hs1 : Tendsto s atTop (𝓝 1) := by
    have h1 := (Real.continuous_exp.tendsto _).comp (hpow.mul_const (Real.log w))
    rw [zero_mul, Real.exp_zero] at h1
    exact h1
  have hs2 : Tendsto s atTop (𝓝[<] 1) :=
    tendsto_nhdsWithin_iff.mpr ⟨hs1, Eventually.of_forall fun k => (hs k).2⟩
  have h2 : Tendsto (fun _ : ℕ => f w) atTop (𝓝 0) :=
    (hlim.comp hs2).congr hconst
  exact tendsto_nhds_unique tendsto_const_nhds h2
```

The statement for arbitrary pairs follows from the case N = 2.

```lean
/-- If the correction `f(w) E` is additive for all pairs of independent fragments and `f(w)`
tends to zero as the reference weight tends to one, then `f` vanishes on `(0,1)`. -/
theorem no_universal_additive_correction {f : ℝ → ℝ} (h : IsPairAdditive f)
    (hlim : Tendsto f (𝓝[<] 1) (𝓝 0)) : ∀ w ∈ Ioo (0 : ℝ) 1, f w = 0 :=
  replica_additive_eq_zero le_rfl h.replica_two hlim
```

## What survives without the limit condition

The pair condition alone forces f to be constant. Pair a weight w with the weight 1/2 and use two energy ratios:

x = −1, y = −1: 2f(w/2) = f(w) + f(1/2)
x = −2, y = −1: 3f(w/2) = 2f(w) + f(1/2)

Subtracting gives f(w/2) = f(w), and the first line then gives f(w) = f(1/2). Conversely, a constant c satisfies c(x + y) = cx + cy. The additive corrections are thus the uniform rescalings cE of the correlation energy, which ignore the weight altogether.

```lean
/-- The correction `f(w) E` is additive for all pairs of independent fragments exactly when
`f` is constant on `(0,1)`. -/
theorem pairAdditive_iff_constant (f : ℝ → ℝ) :
    IsPairAdditive f ↔ ∃ c, ∀ w ∈ Ioo (0 : ℝ) 1, f w = c := by
  constructor
  · intro h
    refine ⟨f (1 / 2), fun w hw => ?_⟩
    have hh : (1 / 2 : ℝ) ∈ Ioo (0 : ℝ) 1 := by constructor <;> norm_num
    -- two different energy ratios separate the two fragments
    have h1 := h w hw (1 / 2) hh (-1) (by norm_num) (-1) (by norm_num)
    have h2 := h w hw (1 / 2) hh (-2) (by norm_num) (-1) (by norm_num)
    linarith
  · rintro ⟨c, hc⟩ u hu w hw x _ y _
    have huw : u * w ∈ Ioo (0 : ℝ) 1 :=
      ⟨mul_pos hu.1 hw.1, by nlinarith [hu.1, hu.2, hw.1, hw.2]⟩
    rw [hc _ huw, hc u hu, hc w hw]
    ring
```

Replica additivity at one N is a weaker condition. Consider

g(w) = cos(2π log(−log w) / log N).

```lean
/-- A function of the weight that is periodic in `log (-log w)` with period `log N`. -/
def logPeriodic (N : ℕ) (w : ℝ) : ℝ :=
  Real.cos (2 * Real.pi * Real.log (-Real.log w) / Real.log N)
```

Replacing w by w^N multiplies −log w by N, which adds log N to its logarithm and 2π to the phase. Hence g(w^N) = g(w), and g is replica additive for this N. But g is not constant:

g(e^(−1)) = cos 0 = 1, g(e^(−√N)) = cos π = −1,

so by the previous result it is not pair additive. It escapes the replica theorem because it keeps oscillating as w → 1. In Lean the two weights are written `Real.exp (-Real.exp t)`, with t = 0 and t = (log N)/2.

```lean
/-- For `N ≥ 2` the log-periodic correction is additive for `N` identical fragments, but not
for all pairs of fragments. -/
theorem logPeriodic_replica_not_pair {N : ℕ} (hN : 2 ≤ N) :
    IsReplicaAdditive N (logPeriodic N) ∧ ¬ IsPairAdditive (logPeriodic N) := by
  have hN2 : (2 : ℝ) ≤ N := by exact_mod_cast hN
  have hN0 : (N : ℝ) ≠ 0 := by linarith
  have hL : Real.log N ≠ 0 := (Real.log_pos (by linarith)).ne'
  constructor
  · intro w hw x _
    have hw0 : -Real.log w ≠ 0 := neg_ne_zero.mpr (Real.log_neg hw.1 hw.2).ne
    -- the `N`-th power shifts the phase by a full period
    have hp : logPeriodic N (w ^ N) = logPeriodic N w := by
      unfold logPeriodic
      rw [Real.log_pow, ← mul_neg, Real.log_mul hN0 hw0, ← Real.cos_add_two_pi
        (2 * Real.pi * Real.log (-Real.log w) / Real.log N)]
      congr 1
      field_simp
      try ring
    rw [hp]
    ring
  · intro h
    obtain ⟨c, hc⟩ := (pairAdditive_iff_constant _).mp h
    have hmem : ∀ t : ℝ, Real.exp (-Real.exp t) ∈ Ioo (0 : ℝ) 1 := fun t =>
      ⟨Real.exp_pos _, Real.exp_lt_one_iff.mpr (neg_lt_zero.mpr (Real.exp_pos t))⟩
    -- two weights half a period apart give the values `1` and `-1`
    have h1 := hc _ (hmem 0)
    have h2 := hc _ (hmem (Real.log N / 2))
    unfold logPeriodic at h1 h2
    rw [Real.log_exp, neg_neg, Real.log_exp] at h1 h2
    have e1 : 2 * Real.pi * 0 / Real.log N = 0 := by simp
    have e2 : 2 * Real.pi * (Real.log N / 2) / Real.log N = Real.pi := by
      field_simp
    rw [e1, Real.cos_zero] at h1
    rw [e2, Real.cos_pi] at h2
    linarith
```

## The Davidson form on additive data

For f(w) = 1 − w, the correction of the whole minus the sum of the fragment corrections is

(1 − uw)(x + y) − (1 − u)x − (1 − w)y = u(1 − w)x + w(1 − u)y < 0.

Both terms are negative, so the correction of the whole is too low. The Lean proof establishes the two signs as `h1` and `h2` and adds them.

```lean
/-- For two independent fragments, with weights in `(0,1)` that multiply and negative correlation
energies that add, the Davidson correction `(1 - w) E` of the whole lies strictly below the sum of
the fragment corrections. -/
theorem davidson_overcorrects {u w x y : ℝ} (hu : u ∈ Ioo (0 : ℝ) 1)
    (hw : w ∈ Ioo (0 : ℝ) 1) (hx : x < 0) (hy : y < 0) :
    (1 - u * w) * (x + y) < (1 - u) * x + (1 - w) * y := by
  have h1 : u * (1 - w) * x < 0 :=
    mul_neg_of_pos_of_neg (mul_pos hu.1 (sub_pos.mpr hw.2)) hx
  have h2 : w * (1 - u) * y < 0 :=
    mul_neg_of_pos_of_neg (mul_pos hw.1 (sub_pos.mpr hu.2)) hy
  linarith

end

end WeightBasedCorrections
```

With u = w = 0.9 and x = y = −0.1 hartree, the whole receives −0.038 hartree and the two fragments together −0.020 hartree.

In a program, w comes from the CI vector. If the vector is stored in intermediate normalisation, with reference coefficient 1, then w = 1/(1 + Σ|c_j|²), summed over the other configurations; using the stored coefficient directly would give w = 1 and no correction.

These results concern size consistency in electronic structure for inputs that are already additive, such as the exact correlation energies and product wavefunctions of non-interacting fragments, when the reference of the whole is the product of the fragment references. A CISD calculation on the combined system generally has neither additive energies nor multiplicative weights, so the theorem does not decide how well a weight-based correction repairs its size-consistency error.

```lean
#print axioms WeightBasedCorrections.replica_additive_eq_zero
-- 'WeightBasedCorrections.replica_additive_eq_zero' depends on axioms: [propext, Classical.choice, Quot.sound]
#print axioms WeightBasedCorrections.no_universal_additive_correction
-- 'WeightBasedCorrections.no_universal_additive_correction' depends on axioms: [propext, Classical.choice, Quot.sound]
#print axioms WeightBasedCorrections.logPeriodic_replica_not_pair
-- 'WeightBasedCorrections.logPeriodic_replica_not_pair' depends on axioms: [propext, Classical.choice, Quot.sound]
#print axioms WeightBasedCorrections.davidson_overcorrects
-- 'WeightBasedCorrections.davidson_overcorrects' depends on axioms: [propext, Classical.choice, Quot.sound]
```
